# Adding functions to a fixed basis never lowers the condition number of the overlap matrix

## Question

Suppose a few functions of a non-orthogonal basis are nearly linearly dependent, so that their overlap block is badly conditioned. I would like to use the condition number of that block as a lower bound for that of the full overlap matrix, and so rule out that adding further functions repairs the conditioning. The claim is that this never happens. For a real symmetric positive definite matrix $S$ and any nonempty principal submatrix $S'$, the matrix $S'$ is positive definite, and its ratio of largest to smallest eigenvalue is at most that of $S$. How does one state and prove this in Lean 4 with Mathlib?

## Answer

### Modelling choices

The basis functions $\chi_i$ are labelled by a finite nonempty type `n`, and their overlaps $S_{ij} = \langle \chi_i | \chi_j \rangle$ form `S : Matrix n n ℝ`. The functions themselves do not appear in Lean. The hypothesis `hS : S.PosDef` says that $S$ is symmetric (over the reals `IsHermitian` means this) and that $x^T S x > 0$ for $x \ne 0$. For an overlap matrix this corresponds to linear independence of the $\chi_i$, which is thus assumed and not derived.

The numbers $\lambda_{\max}(S)$ and $\lambda_{\min}(S)$ are `eigMax` and `eigMin`, the maximum and minimum of Mathlib's eigenvalues $\lambda_i$, which are indexed by `n` in no particular order. The condition number is defined as
$$\kappa(S) = \lambda_{\max}(S)/\lambda_{\min}(S).$$
The definition `condNum` takes a proof of positive definiteness as its argument, and `eigMin_pos` shows $0 < \lambda_{\min} \le \lambda_{\max}$ in that case, so the denominator is never zero.

A second basis is labelled by a finite nonempty type `m`. Its functions are combinations $\sum_i \chi_i C_{ia}$ with a rectangular coefficient matrix `C : Matrix n m ℝ`, and its overlap matrix is $C^T S C$. A subset of the basis is an injective map `f : m → n`, and `S.submatrix f f` has entries $S'_{ab} = S_{f(a) f(b)}$. The map need not preserve any order, so relabellings of the whole basis are included. The matrix `selection f` has entries $C_{ia} = \delta_{i,f(a)}$.

The main theorem `condNum_submatrix_le` concludes `∃ hp : (S.submatrix f f).PosDef, condNum hp ≤ condNum hS`. In words: $S'$ is positive definite and $\kappa(S') \le \kappa(S)$. When `m` has a single element, $\kappa(S') = 1$ and the inequality reads $1 \le \kappa(S)$.

In electronic-structure calculations with atom-centred functions, $S$ enters the generalised eigenproblem $Fc = \varepsilon S c$ for a Fock or Kohn–Sham matrix $F$, orbital coefficients $c$ and orbital energy $\varepsilon$; for a finite real basis in exact arithmetic, the theorem says that keeping all functions unchanged and adding more cannot lower $\kappa(S)$.

### Derivation by hand

Write $|x|^2 = x^T x$.

*Step 1, change of basis.* For any $C$ and any vector $y$ with components indexed by `m`,
$$(Cy)^T S (Cy) = y^T (C^T S C)\, y .$$
Putting the identity in place of $S$ gives $|Cy|^2 = y^T C^T C y$.

*Step 2, diagonalisation.* Let $U$ be the square matrix whose columns are orthonormal eigenvectors of $S$, so that $U^T U = 1$ and $SU = U\Lambda$ with $\Lambda = \mathrm{diag}(\lambda_i)$. Hence $U^T S U = U^T U \Lambda = \Lambda$, and since $U$ is square, $UU^T = 1$ as well. Step 1 gives $|Uy|^2 = |y|^2$ and $(Uy)^T S (Uy) = \sum_i \lambda_i y_i^2$.

*Step 3, Rayleigh bounds.* Any $x$ equals $Uy$ with $y = U^T x$. Because $y_i^2 \ge 0$ and $\lambda_{\min} \le \lambda_i \le \lambda_{\max}$, a term-by-term comparison yields
$$\lambda_{\min}|x|^2 \le x^T S x \le \lambda_{\max}|x|^2 .$$

*Step 4, the converse.* Let $A$ be symmetric and let $a > 0$ and $b$ be real numbers with $a|x|^2 \le x^T A x \le b|x|^2$ for all $x$. For $x \neq 0$ we have $x^T A x \ge a|x|^2 > 0$, so $A$ is positive definite. Take $U$ from step 2 applied to $A$, and $x = Ue_i$ with $e_i$ the $i$-th unit vector. Then $|x|^2 = 1$ and $x^T A x = \lambda_i(A)$, so $a \le \lambda_i(A) \le b$ for every $i$. Hence $\lambda_{\max}(A) \le b$, $\lambda_{\min}(A) \ge a > 0$, and $\kappa(A) \le b/a$.

*Step 5, general coefficients.* Let $G = C^T C$ be positive definite. Apply step 3 to $S$ at $Cx$, step 1 to both quadratic forms, and step 3 to $G$ at $x$:
$$\lambda_{\min}(S)\lambda_{\min}(G)|x|^2 \le \lambda_{\min}(S)\, x^T G x \le x^T (C^T S C) x \le \lambda_{\max}(S)\, x^T G x \le \lambda_{\max}(S)\lambda_{\max}(G)|x|^2 .$$
The outer inequalities multiply by $\lambda_{\min}(S)$ and $\lambda_{\max}(S)$, which are positive. The matrix $C^T S C$ is symmetric, so step 4 gives positive definiteness and $\kappa(C^T S C) \le \kappa(S)\kappa(G)$.

*Step 6, orthonormal columns.* If $C^T C = 1$, then $|Cx|^2 = |x|^2$, the bounds of step 3 carry over to $C^T S C$ with the same constants, and step 4 gives $\kappa(C^T S C) \le \kappa(S)$.

*Step 7, selection.* For $C_{ia} = \delta_{i,f(a)}$ and any square matrix $A$ on `n`,
$$(C^T A C)_{ab} = \sum_{i,j} \delta_{i,f(a)} A_{ij}\, \delta_{j,f(b)} = A_{f(a)f(b)} .$$
With $A = 1$ this is $(C^T C)_{ab} = \delta_{f(a),f(b)}$, which equals $\delta_{ab}$ because $f$ is injective. With $A = S$ it is $S'$. Step 6 finishes the claim.

*Step 8, two overlapping functions.* Let $i \ne j$, $S_{ii} = S_{jj} = 1$ and $s = S_{ij}$. The principal submatrix on $i, j$ is $S' = \begin{pmatrix} 1 & s \\ s & 1\end{pmatrix}$. For $x = (1,t)$ with real $t$, $|x|^2 = 1 + t^2$ and $x^T S' x = 1 + 2ts + t^2$. At $t = \pm 1$ these are $2$ and $2 \pm 2s$; for the normalised vectors $(1,\pm 1)/\sqrt 2$ the form is $1 \pm s$. Step 3 places both $1+s$ and $1-s$ between $\lambda_{\min}(S')$ and $\lambda_{\max}(S')$, so $0 < \lambda_{\min}(S') \le 1 - |s|$ and $\lambda_{\max}(S') \ge 1 + |s|$. Therefore $|s| < 1$ and
$$\frac{1+|s|}{1-|s|} \le \kappa(S') \le \kappa(S).$$

### The file

```lean
import Mathlib

open Matrix

namespace BasisConditioning

noncomputable section

/-- The quadratic form of `S` at the vector `C y` equals the quadratic form of the transformed
matrix `Cᵀ S C` at the coefficient vector `y`. -/
theorem quad_transform {m n : Type*} [Fintype m] [Fintype n] (C : Matrix n m ℝ)
    (S : Matrix n n ℝ) (y : m → ℝ) :
    (C *ᵥ y) ⬝ᵥ S *ᵥ (C *ᵥ y) = y ⬝ᵥ (Cᵀ * S * C) *ᵥ y := by
  rw [← mulVec_mulVec, ← mulVec_mulVec, dotProduct_mulVec y Cᵀ, vecMul_transpose]

variable {m n : Type*} [Fintype m] [DecidableEq m] [Fintype n] [DecidableEq n]

/-- A real symmetric matrix has an orthogonal change of coordinates `U` that preserves lengths
and turns its quadratic form into the eigenvalue-weighted sum of squares. -/
theorem exists_diagonalising {S : Matrix n n ℝ} (hS : S.IsHermitian) :
    ∃ U : Matrix n n ℝ, U * Uᵀ = 1 ∧ ∀ y : n → ℝ, (U *ᵥ y) ⬝ᵥ (U *ᵥ y) = y ⬝ᵥ y ∧
      (U *ᵥ y) ⬝ᵥ S *ᵥ (U *ᵥ y) = ∑ i, y i * (hS.eigenvalues i * y i) := by
  obtain ⟨U, h1, h3⟩ :
      ∃ U : Matrix n n ℝ, U * Uᵀ = 1 ∧ S * U = U * diagonal hS.eigenvalues := by
    refine ⟨(hS.eigenvectorUnitary : Matrix n n ℝ), ?_, ?_⟩
    · have h := Matrix.mem_unitaryGroup_iff.mp hS.eigenvectorUnitary.2
      rw [star_eq_conjTranspose, conjTranspose_eq_transpose_of_trivial] at h
      exact h
    · -- the columns of `U` are eigenvectors
      ext i j
      have h := congrFun (hS.mulVec_eigenvectorBasis j) i
      rw [mul_diagonal, mul_apply]
      simp only [IsHermitian.eigenvectorUnitary_apply]
      simpa [mulVec, dotProduct, mul_comm] using h
  have h2 : Uᵀ * U = 1 := mul_eq_one_comm.mp h1
  have hd : Uᵀ * S * U = diagonal hS.eigenvalues := by
    rw [Matrix.mul_assoc, h3, ← Matrix.mul_assoc, h2, Matrix.one_mul]
  refine ⟨U, h1, fun y => ⟨?_, ?_⟩⟩
  · simpa only [one_mulVec, Matrix.mul_one, h2] using quad_transform U 1 y
  · rw [quad_transform, hd]
    simp only [dotProduct, mulVec_diagonal]

variable [Nonempty m] [Nonempty n]

/-- The largest eigenvalue of a real symmetric matrix. -/
def eigMax {S : Matrix n n ℝ} (hS : S.IsHermitian) : ℝ :=
  Finset.univ.sup' Finset.univ_nonempty hS.eigenvalues

/-- The smallest eigenvalue of a real symmetric matrix. -/
def eigMin {S : Matrix n n ℝ} (hS : S.IsHermitian) : ℝ :=
  Finset.univ.inf' Finset.univ_nonempty hS.eigenvalues

/-- The condition number of a positive definite matrix: largest over smallest eigenvalue. -/
def condNum {S : Matrix n n ℝ} (hS : S.PosDef) : ℝ :=
  eigMax hS.1 / eigMin hS.1

/-- The coefficient matrix whose column `a` picks the basis function `f a`. -/
def selection (f : m → n) : Matrix n m ℝ :=
  Matrix.of fun i a => if i = f a then 1 else 0

/-- For a positive definite matrix the smallest eigenvalue is positive and does not exceed the
largest. -/
theorem eigMin_pos {S : Matrix n n ℝ} (hS : S.PosDef) :
    0 < eigMin hS.1 ∧ eigMin hS.1 ≤ eigMax hS.1 := by
  have i : n := Classical.arbitrary n
  exact ⟨(Finset.lt_inf'_iff _).2 fun k _ => hS.eigenvalues_pos k,
    (Finset.inf'_le _ (Finset.mem_univ i)).trans (Finset.le_sup' _ (Finset.mem_univ i))⟩

/-- Rayleigh bounds: the quadratic form of a real symmetric matrix lies between the smallest and
the largest eigenvalue times the squared length of the vector. -/
theorem rayleigh_bounds {S : Matrix n n ℝ} (hS : S.IsHermitian) (x : n → ℝ) :
    eigMin hS * (x ⬝ᵥ x) ≤ x ⬝ᵥ S *ᵥ x ∧ x ⬝ᵥ S *ᵥ x ≤ eigMax hS * (x ⬝ᵥ x) := by
  obtain ⟨U, h1, h⟩ := exists_diagonalising hS
  obtain ⟨y, rfl⟩ : ∃ y, U *ᵥ y = x := ⟨Uᵀ *ᵥ x, by rw [mulVec_mulVec, h1, one_mulVec]⟩
  rw [(h y).1, (h y).2]
  simp only [dotProduct, Finset.mul_sum]
  -- compare the sums term by term in the eigenbasis
  refine ⟨Finset.sum_le_sum fun i _ => ?_, Finset.sum_le_sum fun i _ => ?_⟩
  · have hle : eigMin hS ≤ hS.eigenvalues i := Finset.inf'_le _ (Finset.mem_univ i)
    nlinarith [mul_le_mul_of_nonneg_right hle (mul_self_nonneg (y i))]
  · have hle : hS.eigenvalues i ≤ eigMax hS := Finset.le_sup' _ (Finset.mem_univ i)
    nlinarith [mul_le_mul_of_nonneg_right hle (mul_self_nonneg (y i))]

/-- If the quadratic form of a real symmetric matrix lies between `a |x|²` and `b |x|²` with
`a > 0`, the matrix is positive definite with condition number at most `b / a`. -/
theorem condNum_le_of_bounds {A : Matrix n n ℝ} (hA : A.IsHermitian) {a b : ℝ} (ha : 0 < a)
    (h : ∀ x : n → ℝ, a * (x ⬝ᵥ x) ≤ x ⬝ᵥ A *ᵥ x ∧ x ⬝ᵥ A *ᵥ x ≤ b * (x ⬝ᵥ x)) :
    ∃ hp : A.PosDef, condNum hp ≤ b / a := by
  have hp : A.PosDef := by
    refine posDef_iff_dotProduct_mulVec.mpr ⟨hA, ?_⟩
    intro x hx
    have h0 : 0 ≤ x ⬝ᵥ x := Finset.sum_nonneg fun i _ => mul_self_nonneg (x i)
    have h1 : x ⬝ᵥ x ≠ 0 := fun e => hx (dotProduct_self_eq_zero.mp e)
    rw [star_trivial]
    exact (mul_pos ha (lt_of_le_of_ne h0 h1.symm)).trans_le (h x).1
  -- test the bounds on the normalised eigenvectors
  have hev : ∀ i, a ≤ hA.eigenvalues i ∧ hA.eigenvalues i ≤ b := by
    intro i
    obtain ⟨U, -, hU⟩ := exists_diagonalising hA
    have e1 : (Pi.single i 1 : n → ℝ) ⬝ᵥ (Pi.single i 1 : n → ℝ) = 1 := by simp
    have e2 : ∑ k, (Pi.single i 1 : n → ℝ) k * (hA.eigenvalues k * (Pi.single i 1 : n → ℝ) k)
        = hA.eigenvalues i := by simp [Pi.single_apply]
    have hb := h (U *ᵥ (Pi.single i 1 : n → ℝ))
    rw [(hU _).1, (hU _).2, e1, e2, mul_one, mul_one] at hb
    exact hb
  have i : n := Classical.arbitrary n
  exact ⟨hp, div_le_div₀ (ha.le.trans ((hev i).1.trans (hev i).2))
    (Finset.sup'_le _ _ fun k _ => (hev k).2) ha (Finset.le_inf' _ _ fun k _ => (hev k).1)⟩

/-- For positive definite `S` and coefficients `C` with `Cᵀ C` positive definite, `Cᵀ S C` is
positive definite and its condition number is at most that of `S` times that of `Cᵀ C`. -/
theorem condNum_contraction_le {S : Matrix n n ℝ} (hS : S.PosDef) (C : Matrix n m ℝ)
    (hG : (Cᵀ * C).PosDef) :
    ∃ hp : (Cᵀ * S * C).PosDef, condNum hp ≤ condNum hS * condNum hG := by
  have hH := isHermitian_conjTranspose_mul_mul C hS.1
  rw [conjTranspose_eq_transpose_of_trivial] at hH
  obtain ⟨s1, s2⟩ := eigMin_pos hS
  have key := condNum_le_of_bounds hH (b := eigMax hS.1 * eigMax hG.1)
    (mul_pos s1 (eigMin_pos hG).1) fun x => by
      have e : (C *ᵥ x) ⬝ᵥ (C *ᵥ x) = x ⬝ᵥ (Cᵀ * C) *ᵥ x := by
        simpa only [one_mulVec, Matrix.mul_one] using quad_transform C 1 x
      obtain ⟨r1, r2⟩ := rayleigh_bounds hS.1 (C *ᵥ x)
      obtain ⟨g1, g2⟩ := rayleigh_bounds hG.1 x
      rw [e, quad_transform] at r1 r2
      rw [mul_assoc, mul_assoc]
      exact ⟨(mul_le_mul_of_nonneg_left g1 s1.le).trans r1,
        r2.trans (mul_le_mul_of_nonneg_left g2 (s1.le.trans s2))⟩
  unfold condNum at key ⊢
  rw [div_mul_div_comm]
  exact key

/-- For positive definite `S` and coefficients `C` with orthonormal columns, `Cᵀ S C` is positive
definite and its condition number is at most that of `S`. -/
theorem condNum_isometry_le {S : Matrix n n ℝ} (hS : S.PosDef) (C : Matrix n m ℝ)
    (hC : Cᵀ * C = 1) : ∃ hp : (Cᵀ * S * C).PosDef, condNum hp ≤ condNum hS := by
  have hH := isHermitian_conjTranspose_mul_mul C hS.1
  rw [conjTranspose_eq_transpose_of_trivial] at hH
  refine condNum_le_of_bounds hH (eigMin_pos hS).1 fun x => ?_
  have e : (C *ᵥ x) ⬝ᵥ (C *ᵥ x) = x ⬝ᵥ x := by
    simpa only [one_mulVec, Matrix.mul_one, hC] using quad_transform C 1 x
  have r := rayleigh_bounds hS.1 (C *ᵥ x)
  rw [e, quad_transform] at r
  exact r

/-- Every nonempty principal submatrix of a real symmetric positive definite matrix is positive
definite, and its condition number is at most that of the full matrix. -/
theorem condNum_submatrix_le {S : Matrix n n ℝ} (hS : S.PosDef) (f : m → n)
    (hf : Function.Injective f) :
    ∃ hp : (S.submatrix f f).PosDef, condNum hp ≤ condNum hS := by
  -- the selection matrix extracts principal submatrices and has orthonormal columns
  have hsel : ∀ A : Matrix n n ℝ, (selection f)ᵀ * A * selection f = A.submatrix f f := by
    intro A
    ext a b
    simp [selection, mul_apply]
  have hC : (selection f)ᵀ * selection f = 1 := by
    have h := hsel 1
    rwa [Matrix.mul_one, submatrix_one f hf] at h
  rw [← hsel S]
  exact condNum_isometry_le hS _ hC

/-- For positive definite `S`, distinct `i`, `j` with `S i i = S j j = 1`, and `s = S i j`: `|s| < 1`
and the condition number of `S` is at least `(1 + |s|) / (1 - |s|)`. -/
theorem overlap_le_condNum {S : Matrix n n ℝ} (hS : S.PosDef) {i j : n} (hij : i ≠ j)
    (hi : S i i = 1) (hj : S j j = 1) :
    |S i j| < 1 ∧ (1 + |S i j|) / (1 - |S i j|) ≤ condNum hS := by
  have hf : Function.Injective ![i, j] := by
    intro a b
    fin_cases a <;> fin_cases b <;> simp [hij, hij.symm]
  obtain ⟨hp, hle⟩ := condNum_submatrix_le hS ![i, j] hf
  have hsym : S j i = S i j := by simpa using hS.1.apply i j
  have e1 : ∀ t : ℝ, ![1, t] ⬝ᵥ ![1, t] = 1 + t * t := fun t => by
    simp [dotProduct, Fin.sum_univ_two]
  have e2 : ∀ t : ℝ, ![1, t] ⬝ᵥ (S.submatrix ![i, j] ![i, j]) *ᵥ ![1, t]
      = 1 + 2 * t * S i j + t * t := fun t => by
    simp [dotProduct, mulVec, Fin.sum_univ_two, hi, hj, hsym]
    ring
  -- symmetric and antisymmetric combinations of the two functions
  obtain ⟨a1, a2⟩ := rayleigh_bounds hp.1 ![1, 1]
  obtain ⟨b1, b2⟩ := rayleigh_bounds hp.1 ![1, -1]
  rw [e1, e2] at a1 a2 b1 b2
  obtain ⟨p1, p2⟩ := eigMin_pos hp
  have lo : eigMin hp.1 ≤ 1 - |S i j| := by rcases abs_cases (S i j) with h | h <;> linarith
  have hi' : 1 + |S i j| ≤ eigMax hp.1 := by rcases abs_cases (S i j) with h | h <;> linarith
  exact ⟨by linarith, (div_le_div₀ (p1.le.trans p2) hi' p1 lo).trans hle⟩

end

end BasisConditioning
```

```lean
#print axioms BasisConditioning.condNum_contraction_le
-- 'BasisConditioning.condNum_contraction_le' depends on axioms: [propext, Classical.choice, Quot.sound]
#print axioms BasisConditioning.overlap_le_condNum
-- 'BasisConditioning.overlap_le_condNum' depends on axioms: [propext, Classical.choice, Quot.sound]
```

### How the proof follows the derivation

`quad_transform` is step 1. `exists_diagonalising` is step 2: it takes `hS.eigenvectorUnitary` for $U$, checks $SU = U\Lambda$ entry by entry from `mulVec_eigenvectorBasis`, reads off $UU^T = 1$ from unitarity as `h1`, obtains $U^T U = 1$ from it as `h2` (the two are equivalent for square $U$) and $U^T S U = \Lambda$ as `hd`, and then applies `quad_transform` twice. In `rayleigh_bounds` (step 3) the vector $x$ is replaced by `U *ᵥ y`, `Finset.sum_le_sum` reduces each inequality to one term, and `nlinarith` closes it from the eigenvalue inequality multiplied by $y_i^2$.

`condNum_le_of_bounds` is step 4. Here `Pi.single i 1` is $e_i$, `hev` holds the bounds $a \le \lambda_i \le b$, and `div_le_div₀` compares the two quotients. `condNum_contraction_le` feeds it the chain of step 5 with $a$ and $b$ the products of extreme eigenvalues, and `div_mul_div_comm` merges the product $\kappa(S)\kappa(G)$ in the goal into the single quotient $b/a$. `condNum_isometry_le` (step 6) goes directly to step 4 and does not pass through step 5. In `condNum_submatrix_le`, `hsel` is the identity of step 7 for arbitrary $A$, and injectivity is used once, in `submatrix_one f hf`.

`overlap_le_condNum` is step 8. It needs at least two basis functions, takes `![i, j]` for $f$ (position 0 is $i$, position 1 is $j$), and tests with the unnormalised vectors `![1, 1]` and `![1, -1]`. The factor $2$ is removed by `linarith` after a case split on the sign of $s$. The eigenvalues of the $2 \times 2$ block are bounded, not computed.

### Remarks

*Scope.* The inequality concerns the ratio of the extreme eigenvalues. Cauchy interlacing, which locates every eigenvalue of $S'$ relative to those of $S$, is a stronger statement; no theorem in the file compares the intermediate eigenvalues of the two matrices. Complex Hermitian overlaps, as arise with Bloch sums at a general wave vector, are excluded by the scalar type `ℝ`. The quantity $\kappa$ is the eigenvalue ratio by definition, with no link made to operator norms or to rounding errors of a solver.

*An easy mistake.* It is tempting to read "smaller basis" as "fewer functions spanning a subspace" and to claim $\kappa(C^T S C) \le \kappa(S)$ for any $C$ with independent columns. The theorems give this for orthonormal columns, and otherwise carry the factor $\kappa(C^T C)$. The two examples that follow are ordinary arithmetic and were not put through Lean. Take $S = 1$ of size three, so $\kappa(S) = 1$, and two normalised columns with inner product $s$, $0 < |s| < 1$: then $C^T S C$ is the matrix of step 8, whose condition number exceeds $1$. The matching slip in the formal statement is to omit `hf`: if $f(a) = f(b)$ for some $a \ne b$, rows $a$ and $b$ of `S.submatrix f f` coincide, the matrix is singular, and positive definiteness fails.
